# Random-sign estimators for the diagonal and trace of a real matrix, with deflation by a projector

To obtain a moment of a density of states without diagonalising the Hamiltonian, one can multiply the relevant matrix function into random vectors of signs and average the resulting inner products. If a few eigenvectors are already known, the trace over their span can be taken exactly and only the remainder sampled. The problems below find the mean of such estimates, for a real matrix in a finite basis.

The basis is taken to be orthonormal, so that the trace of the Hamiltonian matrix is the sum of its energy levels. It is labelled by a finite index type `n` with $|n|$ elements, and $A$ is any real square matrix on it, symmetric or not. Complex matrices are not treated.

```lean
import Mathlib

open Matrix

namespace StochasticDiagonalAndDeflation
```

A sign vector $z$ has components $z_i=\pm1$. In the code it is the image of a Boolean string `s`.

```lean
/-- The vector of signs encoded by a Boolean string: `true` gives `1`, `false` gives `-1`. -/
def signVector {n : Type*} (s : n → Bool) : n → ℝ := fun i => if s i then 1 else -1
```

Write $\langle f\rangle$ for the uniform average of $f(z)$ over all $2^{|n|}$ sign vectors, which is `signMean f`. This is the expectation for one uniformly drawn vector, not the average over a finite sample.

```lean
variable {n : Type*} [Fintype n] [DecidableEq n]

/-- The uniform average of `f` over all sign vectors. -/
noncomputable def signMean (f : (n → ℝ) → ℝ) : ℝ :=
  (∑ s : n → Bool, f (signVector s)) / 2 ^ Fintype.card n
```

For a real matrix $P$, the deflated estimator is

$$E_{P,A}(z)=\operatorname{tr}(PAP)+z^{T}(1-P)A(1-P)z .$$

Here $1$ is the identity matrix. In Lean, `*ᵥ` applies a matrix to a vector and `⬝ᵥ` is the dot product. The definition does not require $P$ to be a projector; that condition enters only where a theorem needs it.

```lean
/-- The deflated trace estimator: the trace of `P A P` is taken exactly, and the block of `A`
belonging to `1 - P` is sampled with the vector `z`. -/
def deflatedEstimator (P A : Matrix n n ℝ) (z : n → ℝ) : ℝ :=
  trace (P * A * P) + z ⬝ᵥ (((1 - P) * A * (1 - P)) *ᵥ z)
```

**(a)** Find the second moments of the signs. Show that

$$\langle z_i z_j\rangle=\delta_{ij}.$$

If $i=j$, then $z_i^2=1$ for every sign vector, so the average is $1$. If $i\neq j$, flip the sign of component $i$. This maps the set of sign vectors one-to-one onto itself and reverses $z_iz_j$. The sum of $z_iz_j$ over all sign vectors therefore equals its own negative, and vanishes.

The permutation `e` is this flip, `Equiv.sum_comp` relabels the sum, and `linarith` concludes that it is zero.

```lean
/-- Two different components of a random sign vector have mean product zero, and each has unit mean
square. -/
theorem signMean_mul (i j : n) :
    signMean (fun z => z i * z j) = if i = j then 1 else 0 := by
  by_cases h : i = j
  · subst h
    have h1 : ∀ s : n → Bool, signVector s i * signVector s i = 1 := by
      intro s
      simp only [signVector]
      cases s i <;> norm_num
    simp [signMean, h1]
  · rw [if_neg h]
    -- flipping the sign of component `i` permutes the sign vectors and reverses the product
    let e : Equiv.Perm (n → Bool) :=
      Function.Involutive.toPerm (fun s => Function.update s i (!s i)) (by intro s; simp)
    have he := Equiv.sum_comp e (fun s => signVector s i * signVector s j)
    have hneg : ∀ s, signVector (e s) i * signVector (e s) j
        = -(signVector s i * signVector s j) := by
      intro s
      have h1 : e s i = !s i := Function.update_self i _ s
      have h2 : e s j = s j := Function.update_of_ne (Ne.symm h) _ s
      simp only [signVector, h1, h2]
      cases s i <;> cases s j <;> norm_num
    simp only [hneg, Finset.sum_neg_distrib] at he
    have h0 : ∑ s : n → Bool, signVector s i * signVector s j = 0 := by linarith
    simp only [signMean]
    rw [h0, zero_div]
```

**(b)** Average a quadratic form with real coefficients $B_{jk}$. Show that

$$\Big\langle \sum_{j,k}B_{jk}z_jz_k\Big\rangle=\sum_j B_{jj}.$$

The average is linear, so the left side is $\sum_{j,k}B_{jk}\langle z_jz_k\rangle=\sum_{j,k}B_{jk}\delta_{jk}$ by (a), which is the right side.

The first step of the `calc` block is linearity, obtained by exchanging finite sums; the second inserts (a).

```lean
/-- The mean of a quadratic form in the signs is the sum of its diagonal coefficients. -/
theorem signMean_quadratic (B : n → n → ℝ) :
    signMean (fun z => ∑ j, ∑ k, B j k * (z j * z k)) = ∑ j, B j j := by
  calc signMean (fun z => ∑ j, ∑ k, B j k * (z j * z k))
      = ∑ j, ∑ k, B j k * signMean (fun z => z j * z k) := by
        simp only [signMean, Finset.sum_div, Finset.mul_sum]
        refine Finset.sum_comm.trans ?_
        refine Finset.sum_congr rfl fun j _ => ?_
        refine Finset.sum_comm.trans ?_
        refine Finset.sum_congr rfl fun k _ => Finset.sum_congr rfl fun s _ => ?_
        ring
    _ = ∑ j, B j j := by simp [signMean_mul]
```

**(c)** Show that one diagonal entry can be estimated without bias:

$$\langle z_i(Az)_i\rangle=A_{ii}.$$

Expanding the product gives $z_i(Az)_i=\sum_k A_{ik}z_iz_k$. This is the quadratic form with $B_{jk}=\delta_{ji}A_{jk}$, so (b) gives $\sum_j\delta_{ji}A_{jj}=A_{ii}$.

The statement `h` performs this rewriting, with the Kronecker delta written as an `if`.

```lean
/-- The diagonal estimator `z_i (A z)_i` has mean `A_ii`. -/
theorem diagonal_estimator_mean (A : Matrix n n ℝ) (i : n) :
    signMean (fun z => z i * (A *ᵥ z) i) = A i i := by
  have h : (fun z : n → ℝ => z i * (A *ᵥ z) i)
      = fun z => ∑ j, ∑ k, (if j = i then A j k else 0) * (z j * z k) := by
    funext z
    symm
    refine (Finset.sum_eq_single i (fun j _ hj => by simp [hj]) (by simp)).trans ?_
    simp only [↓reduceIte, Matrix.mulVec, dotProduct, Finset.mul_sum]
    refine Finset.sum_congr rfl fun k _ => ?_
    ring
  rw [h, signMean_quadratic]
  simp
```

**(d)** Find the variance of the estimator in (c). Show that

$$\big\langle (z_i(Az)_i-A_{ii})^2\big\rangle=\sum_{j\neq i}A_{ij}^2 .$$

Let $w_j=A_{ij}$ for $j\neq i$, let $w_i=0$, and put $S=\sum_j w_jz_j$. Then $(Az)_i=A_{ii}z_i+S$, and

$$z_i(Az)_i-A_{ii}=A_{ii}(z_i^2-1)+z_iS=z_iS .$$

Its square is $z_i^2S^2=S^2=\sum_{j,k}w_jw_kz_jz_k$. By (b) the mean is $\sum_jw_j^2$, which is the stated sum. The noise thus comes only from the off-diagonal entries of row $i$.

In Lean, `hrow` splits the row, `hsq` expands $S^2$, and the two `linear_combination` steps use $z_i^2=1$. The set `Finset.univ.erase i` contains every index except $i$.

```lean
/-- The variance of the diagonal estimator is the sum of the squared off-diagonal entries in
row `i` of `A`. -/
theorem diagonal_estimator_variance (A : Matrix n n ℝ) (i : n) :
    signMean (fun z => (z i * (A *ᵥ z) i - A i i) ^ 2)
      = ∑ j ∈ Finset.univ.erase i, A i j ^ 2 := by
  -- `w` is row `i` with its diagonal entry removed
  obtain ⟨w, hw⟩ : ∃ w : n → ℝ, ∀ j, w j = if j = i then 0 else A i j :=
    ⟨_, fun _ => rfl⟩
  have hi : w i = 0 := by simp [hw]
  have key : signMean (fun z => (z i * (A *ᵥ z) i - A i i) ^ 2)
      = signMean (fun z => ∑ j, ∑ k, (w j * w k) * (z j * z k)) := by
    unfold signMean
    congr 1
    refine Finset.sum_congr rfl fun s _ => ?_
    have hz : signVector s i * signVector s i = 1 := by
      simp only [signVector]
      cases s i <;> norm_num
    generalize signVector s = z at hz ⊢
    have hrow : (A *ᵥ z) i = A i i * z i + ∑ j, w j * z j := by
      have h1 : ∑ j, A i j * z j
          = ∑ j, ((if j = i then A i i * z i else 0) + w j * z j) := by
        refine Finset.sum_congr rfl fun j _ => ?_
        by_cases h : j = i
        · simp [h, hi]
        · simp [h, hw]
      simp only [Matrix.mulVec, dotProduct]
      rw [h1, Finset.sum_add_distrib]
      simp
    have hsq : ∑ j, ∑ k, (w j * w k) * (z j * z k) = (∑ j, w j * z j) ^ 2 := by
      rw [sq, Finset.sum_mul_sum]
      refine Finset.sum_congr rfl fun j _ => Finset.sum_congr rfl fun k _ => ?_
      ring
    beta_reduce
    rw [hsq, hrow]
    generalize ∑ j, w j * z j = S
    have h2 : z i * (A i i * z i + S) - A i i = z i * S := by
      linear_combination A i i * hz
    rw [h2]
    linear_combination S ^ 2 * hz
  rw [key, signMean_quadratic, ← Finset.add_sum_erase Finset.univ _ (Finset.mem_univ i)]
  simp only [hi, mul_zero, zero_add]
  refine Finset.sum_congr rfl fun j hj => ?_
  rw [hw j, if_neg (Finset.ne_of_mem_erase hj), sq]
```

**(e)** Do the same for the whole trace. Show that

$$\langle z^{T}Az\rangle=\operatorname{tr}A .$$

Since $z^{T}Az=\sum_{j,k}A_{jk}z_jz_k$, this is (b) with $B=A$, and the Lean proof follows the same two steps.

```lean
/-- The stochastic trace estimator `zᵀ A z` has mean `tr A`. -/
theorem trace_estimator_mean (A : Matrix n n ℝ) :
    signMean (fun z => z ⬝ᵥ (A *ᵥ z)) = trace A := by
  have h : (fun z : n → ℝ => z ⬝ᵥ (A *ᵥ z))
      = fun z => ∑ j, ∑ k, A j k * (z j * z k) := by
    funext z
    simp only [Matrix.mulVec, dotProduct, Finset.mul_sum]
    refine Finset.sum_congr rfl fun j _ => Finset.sum_congr rfl fun k _ => ?_
    ring
  rw [h]
  exact signMean_quadratic (fun j k => A j k)
```

**(f)** Now let $P$ be an arbitrary real matrix, and find the mean of the deflated estimator. Show that

$$\langle E_{P,A}\rangle=\operatorname{tr}A+2\operatorname{tr}\big((P^2-P)A\big).$$

The first term of $E_{P,A}$ does not depend on $z$, and (e) averages the second. Cyclicity of the trace then gives

$$\langle E_{P,A}\rangle=\operatorname{tr}(P^2A)+\operatorname{tr}\big((1-P)^2A\big).$$

Since $P^2+(1-P)^2=1+2(P^2-P)$, the result follows.

Here `h1` takes the average, `trace_mul_comm` is cyclicity, and `h2` is the matrix identity multiplied by $A$.

```lean
/-- For an arbitrary matrix `P`, the mean of the deflated estimator differs from `tr A` by
`2 tr((P² - P) A)`. -/
theorem deflated_mean_general (P A : Matrix n n ℝ) :
    signMean (deflatedEstimator P A) = trace A + 2 * trace ((P * P - P) * A) := by
  have h1 : signMean (deflatedEstimator P A)
      = trace (P * A * P) + trace ((1 - P) * A * (1 - P)) := by
    rw [← trace_estimator_mean ((1 - P) * A * (1 - P))]
    simp only [signMean, deflatedEstimator]
    rw [Finset.sum_add_distrib, add_div]
    congr 1
    simp
  -- cyclicity of the trace gathers the outer factors on the left
  have h2 : P * (P * A) + (1 - P) * ((1 - P) * A)
      = A + ((P * P - P) * A + (P * P - P) * A) := by noncomm_ring
  rw [h1, trace_mul_comm (P * A) P, trace_mul_comm ((1 - P) * A) (1 - P),
    ← trace_add, h2, trace_add, trace_add]
  ring
```

**(g)** Let $P$ be a projector, $P^2=P$. Show that

$$\langle E_{P,A}\rangle=\operatorname{tr}A .$$

The correction in (f) vanishes. The hypothesis `hP` is idempotence alone. An orthogonal projector also satisfies $P^{T}=P$, but this is not used, so oblique projectors are included.

```lean
/-- For every projector `P`, orthogonal or oblique, the deflated estimator has mean `tr A`. -/
theorem deflated_estimator_mean (P A : Matrix n n ℝ) (hP : P * P = P) :
    signMean (deflatedEstimator P A) = trace A := by
  rw [deflated_mean_general, hP]
  simp
```

**(h)** Decide which matrices $P$ give the correct mean for every $A$. Show that

$$\big(\langle E_{P,A}\rangle=\operatorname{tr}A\ \text{ for all }A\big)\iff P^2=P .$$

One direction is (g). For the other, let $M=P^2-P$ and choose $A=M^{T}$. By (f),

$$0=2\operatorname{tr}(MM^{T})=2\sum_{i,j}M_{ij}^2 ,$$

so every entry of $M$ is zero. The quantifier matters: for $A=0$ the mean is correct whatever $P$ is.

The code applies twice the fact that a vanishing sum of non-negative terms has only zero terms, first to the rows and then to the entries.

```lean
/-- The deflated estimator is unbiased for all matrices `A` exactly when `P` is a projector. -/
theorem deflated_unbiased_iff (P : Matrix n n ℝ) :
    (∀ A, signMean (deflatedEstimator P A) = trace A) ↔ P * P = P := by
  refine ⟨fun h => ?_, fun hP A => deflated_estimator_mean P A hP⟩
  obtain ⟨M, hM⟩ : ∃ M : Matrix n n ℝ, M = P * P - P := ⟨_, rfl⟩
  -- testing on the transpose of `P² - P` gives the sum of its squared entries
  have h1 := h Mᵀ
  rw [deflated_mean_general, ← hM, trace_transpose] at h1
  have h0 : trace (M * Mᵀ) = 0 := by linarith
  have hs : ∑ i, ∑ j, M i j * M i j = 0 := by
    simpa only [trace, diag_apply, Matrix.mul_apply, transpose_apply] using h0
  have hz : M = 0 := by
    ext i j
    have hi := (Finset.sum_eq_zero_iff_of_nonneg (fun i _ =>
      Finset.sum_nonneg fun j _ => mul_self_nonneg (M i j))).mp hs i (Finset.mem_univ i)
    have hj := (Finset.sum_eq_zero_iff_of_nonneg (fun j _ =>
      mul_self_nonneg (M i j))).mp hi j (Finset.mem_univ j)
    exact mul_self_eq_zero.mp hj
  exact sub_eq_zero.mp (hM.symm.trans hz)
```

**(i)** Suppose that $PA=A$. Show that there is no noise at all: for every real vector $z$,

$$E_{P,A}(z)=\operatorname{tr}A .$$

Since $(1-P)A=0$, the sampled term is zero. The exact term is $\operatorname{tr}(PAP)=\operatorname{tr}(AP)=\operatorname{tr}(PA)=\operatorname{tr}A$.

For a projector, the condition says that the range of $A$ lies in the space treated exactly. A non-interacting one-particle density matrix meets it when that space contains all occupied orbitals. When $PA\neq A$, deflation can reduce the noise or increase it. For the $2\times2$ identity matrix $A=1$, for example, $z^{T}Az=2$ for every sign vector, but with the projector $P$ of (j) the deflated estimate is $1+\tfrac12(z_1-z_2)^2$, which is either $1$ or $3$.

The Lean proof first obtains `h0`, the vanishing product, and then rewrites the trace in the same order.

```lean
/-- If `P` leaves `A` unchanged from the left, the deflated estimator equals `tr A` for every
vector `z`. -/
theorem deflated_estimator_exact (P A : Matrix n n ℝ) (h : P * A = A) (z : n → ℝ) :
    deflatedEstimator P A z = trace A := by
  have h0 : (1 - P) * A = 0 := by rw [sub_mul, one_mul, h, sub_self]
  unfold deflatedEstimator
  rw [h0, zero_mul, zero_mulVec, dotProduct_zero, add_zero, h, trace_mul_comm, h]
```

**(j)** Check that the conditions in (g) and (i) can be met together by a symmetric $P$ and a non-symmetric $A$. For

$$P=\tfrac12\begin{pmatrix}1&1\\1&1\end{pmatrix},\qquad A=\begin{pmatrix}1&3\\1&3\end{pmatrix},$$

show that $P^{T}=P$, $P^2=P$ and $PA=A$.

The symmetry is visible. Each entry of $P^2$ is $\tfrac14+\tfrac14=\tfrac12$. Each row of $PA$ is the mean of the two rows of $A$, namely $(1,3)$. The matrix $P$ projects orthogonally onto the line spanned by the normalised vector $(1,1)/\sqrt2$.

Lean verifies the three equations entry by entry, with `fin_cases` running over the indices.

```lean
/-- The matrix with all entries `1/2` is a symmetric projector on two-component vectors, and it
leaves the non-symmetric matrix with rows `(1, 3)` unchanged from the left. -/
theorem deflation_witness :
    (!![1/2, 1/2; 1/2, 1/2] : Matrix (Fin 2) (Fin 2) ℝ)ᵀ = !![1/2, 1/2; 1/2, 1/2] ∧
    (!![1/2, 1/2; 1/2, 1/2] : Matrix (Fin 2) (Fin 2) ℝ) * !![1/2, 1/2; 1/2, 1/2]
      = !![1/2, 1/2; 1/2, 1/2] ∧
    (!![1/2, 1/2; 1/2, 1/2] : Matrix (Fin 2) (Fin 2) ℝ) * !![1, 3; 1, 3]
      = !![1, 3; 1, 3] := by
  refine ⟨?_, ?_, ?_⟩
  · ext i j
    fin_cases i <;> fin_cases j <;> simp
  · ext i j
    fin_cases i <;> fin_cases j <;> norm_num [Matrix.mul_apply, Fin.sum_univ_succ]
  · ext i j
    fin_cases i <;> fin_cases j <;> norm_num [Matrix.mul_apply, Fin.sum_univ_succ]

end StochasticDiagonalAndDeflation
```

```lean
#print axioms StochasticDiagonalAndDeflation.diagonal_estimator_variance
-- 'StochasticDiagonalAndDeflation.diagonal_estimator_variance' depends on axioms: [propext, Classical.choice, Quot.sound]
#print axioms StochasticDiagonalAndDeflation.deflated_estimator_mean
-- 'StochasticDiagonalAndDeflation.deflated_estimator_mean' depends on axioms: [propext, Classical.choice, Quot.sound]
#print axioms StochasticDiagonalAndDeflation.deflated_unbiased_iff
-- 'StochasticDiagonalAndDeflation.deflated_unbiased_iff' depends on axioms: [propext, Classical.choice, Quot.sound]
#print axioms StochasticDiagonalAndDeflation.deflated_estimator_exact
-- 'StochasticDiagonalAndDeflation.deflated_estimator_exact' depends on axioms: [propext, Classical.choice, Quot.sound]
```
